# One normalised Bloch state per wave number gives orthonormal Wannier translates with the same span

## Two cells

Take a ring of two cells, with a translation $T$ that preserves inner products and unit vectors $u_0,u_1$ such that $Tu_0=u_0$ and $Tu_1=-u_1$. Then
$$\langle u_0,u_1\rangle=\langle Tu_0,Tu_1\rangle=-\langle u_0,u_1\rangle,$$
so the overlap is zero. The vector $w=(u_0+u_1)/\sqrt2$ has the translate $Tw=(u_0-u_1)/\sqrt2$. These two are orthonormal, and their sum and difference, divided by $\sqrt2$, return $u_0$ and $u_1$.

For $N\ge1$ cells the signs become $N$th roots of unity. The space `E` is any complex inner-product space, possibly infinite-dimensional. Cells and wave numbers are both labelled by `ZMod N`, the integers modulo $N$.

```lean
import Mathlib

open scoped ComplexConjugate

namespace BlochWannier

noncomputable section

variable {N : ℕ} [NeZero N]
variable {E : Type*} [NormedAddCommGroup E] [InnerProductSpace ℂ E]
```

## Phases, Wannier vector and Bloch sum

Translation by one cell multiplies the state of wave number $k$ by
$$\lambda_k=e^{-2\pi ik/N}.$$
The minus sign belongs to a translation that moves a wave forward, $(T\psi)(x)=\psi(x-1)$. In Lean, `k.val` is the representative of $k$ among $0,\dots,N-1$.

```lean
/-- The phase `exp(-2πik/N)` acquired under translation by one cell, on a ring of `N ≥ 1` cells. -/
def translationPhase (k : ZMod N) : ℂ :=
  Complex.exp (-(2 * Real.pi * Complex.I * (k.val : ℂ) / N))
```

Write $c=N^{-1/2}$ for the normalisation factor.

```lean
/-- The normalization factor `N^(-1/2)` for `N ≥ 1` cells. -/
def cellFactor (N : ℕ) : ℂ := (((Real.sqrt (N : ℝ))⁻¹ : ℝ) : ℂ)
```

The Wannier vector is $w=c\sum_k u_k$. Here $u_k$ is the full Bloch state, not its cell-periodic part, which often carries the same letter.

```lean
/-- The Wannier vector `N^(-1/2) ∑ₖ uₖ` of a family of `N ≥ 1` vectors. -/
def wannier (u : ZMod N → E) : E := cellFactor N • ∑ k, u k
```

In the other direction, the Bloch sum of a vector $w$ is
$$B_k(w)=c\sum_R\overline{\lambda_k^{R}}\,T^Rw .$$
The type `E →ₗᵢ[ℂ] E` makes $T$ a linear isometry. Every unitary is one, and surjectivity is not required. The expression `(⇑T)^[R.val]` applies $T$ repeatedly, `R.val` times.

```lean
/-- The Bloch sum `N^(-1/2) ∑_R exp(2πikR/N) T^R w` over the `N ≥ 1` cells of the ring. -/
def blochSum (T : E →ₗᵢ[ℂ] E) (w : E) (k : ZMod N) : E :=
  cellFactor N • ∑ R : ZMod N, conj (translationPhase k ^ R.val) • (⇑T)^[R.val] w
```

## Sums of lattice phases

Let $\chi(x)=e^{2\pi ix/N}$, which depends only on $x$ modulo $N$ and satisfies $\chi(x+y)=\chi(x)\chi(y)$. Mathlib calls it `ZMod.stdAddChar`. Comparing exponents gives $\lambda_k=\chi(-k)$.

```lean
/-- The translation phase is the standard character of the ring of cells, taken at `-k`. -/
theorem phase_eq_char (k : ZMod N) : translationPhase k = ZMod.stdAddChar (-k) := by
  have h := ZMod.stdAddChar_coe (N := N) (-(k.val : ℤ))
  have e : ((-(k.val : ℤ) : ℤ) : ZMod N) = -k := by
    rw [Int.cast_neg, Int.cast_natCast, ZMod.natCast_zmod_val]
  rw [← e, h, translationPhase]
  congr 1
  rw [Int.cast_neg, Int.cast_natCast]
  ring
```

Multiplying $R$ equal phases adds their arguments, so $\lambda_k^R=\chi(-kR)$.

```lean
/-- The translation phase of `k`, raised to the power `R.val`, is the standard character at `-kR`.
-/
theorem phase_pow (k R : ZMod N) :
    translationPhase k ^ R.val = ZMod.stdAddChar (-(k * R)) := by
  rw [phase_eq_char, ← AddChar.map_nsmul_eq_pow, nsmul_eq_mul, ZMod.natCast_zmod_val]
  congr 1
  ring
```

Since $|\chi(x)|=1$, its conjugate is its inverse: $\overline{\chi(x)}=\chi(-x)$.

```lean
/-- Complex conjugation of a lattice phase reverses the sign of its argument. -/
theorem conj_char (x : ZMod N) :
    conj (ZMod.stdAddChar x) = ZMod.stdAddChar (-x) := by
  rw [AddChar.map_neg_eq_inv, ZMod.stdAddChar_apply, Complex.inv_eq_conj (Circle.norm_coe _)]
```

The sum needed throughout is
$$c^2\sum_k\chi(kb)=\delta_{b,0}.$$
For $b=0$ there are $N$ terms equal to one, and $c^2=1/N$. For $b\ne0$ put $q=\chi(b)$. Then $q\neq1$ and $q^N=1$, so the geometric sum is $(q^N-1)/(q-1)=0$. The Lean proof computes $c^2$ and takes the unnormalised sum from `AddChar.sum_mulShift`.

```lean
/-- The lattice phases `exp(2πikb/N)`, summed over `k` and divided by `N`, give one for `b = 0`
and zero otherwise. -/
theorem normalized_char_sum (b : ZMod N) :
    cellFactor N * (cellFactor N * ∑ k : ZMod N, ZMod.stdAddChar (k * b)) =
      if b = 0 then 1 else 0 := by
  have hN : (N : ℂ) ≠ 0 := Nat.cast_ne_zero.mpr (NeZero.ne N)
  have hc : cellFactor N * cellFactor N = (N : ℂ)⁻¹ := by
    rw [cellFactor, ← Complex.ofReal_mul, ← mul_inv, Real.mul_self_sqrt (Nat.cast_nonneg N),
      Complex.ofReal_inv, Complex.ofReal_natCast]
  rw [← mul_assoc, hc, AddChar.sum_mulShift b (ZMod.isPrimitive_stdAddChar N)]
  split_ifs <;> simp [ZMod.card, hN]
```

## Different phases force orthogonality

Let $Tu_k=\lambda_ku_k$ and $\|u_k\|=1$ for every $k$; orthogonality is not assumed. For $j\ne k$, the isometry gives
$$\langle u_j,u_k\rangle=\langle Tu_j,Tu_k\rangle=\overline{\lambda_j}\lambda_k\langle u_j,u_k\rangle=\chi(j-k)\langle u_j,u_k\rangle .$$
The inner product is conjugate-linear in its first entry. A nonzero overlap could be cancelled, leaving $\chi(j-k)=1=\chi(0)$. Since $\chi$ is injective on `ZMod N`, this would mean $j=k$. The proof cancels with `mul_right_cancel₀` and ends with that injectivity.

```lean
/-- Unit vectors `uₖ` that a linear isometry multiplies by the phases `exp(-2πik/N)` are
orthonormal. -/
theorem bloch_orthonormal (T : E →ₗᵢ[ℂ] E) (u : ZMod N → E) (hu : ∀ k, ‖u k‖ = 1)
    (hT : ∀ k, T (u k) = translationPhase k • u k) : Orthonormal ℂ u := by
  refine ⟨hu, fun j k hjk => ?_⟩
  show inner ℂ (u j) (u k) = 0
  have h := T.inner_map_map (u j) (u k)
  rw [hT, hT, inner_smul_left, inner_smul_right] at h
  by_contra hne
  -- a nonzero overlap would force the two phases to agree
  have h1 : conj (translationPhase j) * translationPhase k = 1 :=
    mul_right_cancel₀ hne (by rw [one_mul, mul_assoc]; exact h)
  rw [phase_eq_char, phase_eq_char, conj_char, ← AddChar.map_add_eq_mul] at h1
  have h2 := ZMod.injective_stdAddChar (h1.trans (AddChar.map_zero_eq_one _).symm)
  exact hjk (by linear_combination h2)
```

## From Bloch vectors to translates and back

Each application of $T$ contributes one more factor $\lambda_k$, so by induction on $n$
$$T^nw=c\sum_k\lambda_k^n u_k .$$

```lean
/-- If a linear isometry `T` satisfies `T uₖ = exp(-2πik/N) uₖ` for every `k`, the Wannier vector
translated `n` times is `N^(-1/2) ∑ₖ exp(-2πikn/N) uₖ`. -/
theorem translate_wannier (T : E →ₗᵢ[ℂ] E) (u : ZMod N → E)
    (hT : ∀ k, T (u k) = translationPhase k • u k) (n : ℕ) :
    (⇑T)^[n] (wannier u) = cellFactor N • ∑ k, translationPhase k ^ n • u k := by
  induction n with
  | zero => simp [wannier]
  | succ n ih =>
    rw [Function.iterate_succ_apply', ih, map_smul, map_sum]
    congr 1
    refine Finset.sum_congr rfl fun k _ => ?_
    rw [map_smul, hT, smul_smul, pow_succ]
```

Insert this into the Bloch sum and exchange the order of summation:
$$B_k(w)=\sum_j\Big(c^2\sum_R\chi(R(k-j))\Big)u_j=\sum_j\delta_{jk}u_j=u_k .$$
The `calc` block has the same two stages. The result is $u_k$ itself, with no leftover phase or factor, and neither norms nor orthogonality enter.

```lean
/-- If a linear isometry `T` satisfies `T uₖ = exp(-2πik/N) uₖ` for every `k`, the Bloch sum of the
Wannier vector at wave number `k` is `uₖ`. -/
theorem blochSum_wannier (T : E →ₗᵢ[ℂ] E) (u : ZMod N → E)
    (hT : ∀ k, T (u k) = translationPhase k • u k) (k : ZMod N) :
    blochSum T (wannier u) k = u k := by
  unfold blochSum
  simp_rw [translate_wannier T u hT]
  calc _ = ∑ j, (cellFactor N * (cellFactor N *
          ∑ R : ZMod N, ZMod.stdAddChar (R * (k - j)))) • u j := by
        simp only [Finset.smul_sum, Finset.mul_sum, Finset.sum_smul, smul_smul]
        refine Finset.sum_comm.trans
          (Finset.sum_congr rfl fun j _ => Finset.sum_congr rfl fun R _ => ?_)
        have h : conj (translationPhase k ^ R.val) * translationPhase j ^ R.val =
            ZMod.stdAddChar (R * (k - j)) := by
          rw [phase_pow, phase_pow, conj_char, ← AddChar.map_add_eq_mul]
          congr 1
          ring
        rw [← h]
        congr 1
        ring
    _ = u k := by
        simp_rw [normalized_char_sum, sub_eq_zero]
        simp
```

The main theorem has two parts. Orthonormality of the $u_k$ reduces the overlap of two translates to a single sum:
$$\langle T^Rw,T^Sw\rangle=c^2\sum_k\overline{\lambda_k^R}\lambda_k^S=c^2\sum_k\chi(k(R-S))=\delta_{RS}.$$
For the spans, the expansion of $T^Rw$ puts every translate in the span of the $u_k$, and $u_k=B_k(w)$ puts every $u_k$ in the span of the translates. In Lean, `le_antisymm` combines the two inclusions.

```lean
/-- For unit vectors `uₖ` with `T uₖ = exp(-2πik/N) uₖ` under a linear isometry `T`, the `N`
translates of the Wannier vector are orthonormal and span the same subspace as the `uₖ`. -/
theorem wannier_translates (T : E →ₗᵢ[ℂ] E) (u : ZMod N → E) (hu : ∀ k, ‖u k‖ = 1)
    (hT : ∀ k, T (u k) = translationPhase k • u k) :
    Orthonormal ℂ (fun R : ZMod N => (⇑T)^[R.val] (wannier u)) ∧
    Submodule.span ℂ (Set.range fun R : ZMod N => (⇑T)^[R.val] (wannier u)) =
      Submodule.span ℂ (Set.range u) := by
  constructor
  · rw [orthonormal_iff_ite]
    intro R S
    show inner ℂ ((⇑T)^[R.val] (wannier u)) ((⇑T)^[S.val] (wannier u)) = _
    have hc : conj (cellFactor N) = cellFactor N := Complex.conj_ofReal _
    have hs : ∀ k : ZMod N, conj (translationPhase k ^ R.val) * translationPhase k ^ S.val =
        ZMod.stdAddChar (k * (R - S)) := by
      intro k
      rw [phase_pow, phase_pow, conj_char, ← AddChar.map_add_eq_mul]
      congr 1
      ring
    rw [translate_wannier T u hT, translate_wannier T u hT, inner_smul_left, inner_smul_right,
      (bloch_orthonormal T u hu hT).inner_sum, hc]
    simp_rw [hs]
    rw [normalized_char_sum]
    by_cases h : R = S <;> simp [h, sub_eq_zero]
  · apply le_antisymm <;> rw [Submodule.span_le]
    · rintro _ ⟨R, rfl⟩
      simp only [SetLike.mem_coe, translate_wannier T u hT]
      exact Submodule.smul_mem _ _ (Submodule.sum_mem _ fun k _ =>
        Submodule.smul_mem _ _ (Submodule.subset_span ⟨k, rfl⟩))
    · -- each Bloch vector is recovered from the translates
      rintro _ ⟨k, rfl⟩
      rw [SetLike.mem_coe, ← blochSum_wannier T u hT k]
      exact Submodule.smul_mem _ _ (Submodule.sum_mem _ fun R _ =>
        Submodule.smul_mem _ _ (Submodule.subset_span ⟨R, rfl⟩))
```

## Starting from a vector with orthonormal translates

Now let $w$ be any vector with $T^Nw=w$ and orthonormal translates. The first condition is the periodic boundary condition: $N$ steps lead back to the start. Then
$$\|B_k(w)\|^2=c^2\sum_R|\lambda_k^R|^2=1 .$$
Because $\overline{\lambda_k^R}=\lambda_k\overline{\lambda_k^{R+1}}$,
$$TB_k(w)=c\sum_R\overline{\lambda_k^R}\,T^{R+1}w=\lambda_k\,c\sum_R\overline{\lambda_k^{R+1}}\,T^{R+1}w=\lambda_kB_k(w).$$
The last equality relabels $R+1$ as $R$ around the ring; the term with $R+1=N$ becomes the term with $R=0$, because $T^Nw=w$ and $\lambda_k^N=1$. These are `step`, `coef` and the use of `Equiv.sum_comp` in the proof.

```lean
/-- For a linear isometry `T`, if `T^N w = w` and the `N` translates of `w` are orthonormal, each
Bloch sum of `w` is a unit vector that `T` multiplies by `exp(-2πik/N)`. -/
theorem blochSum_of_orthonormal (T : E →ₗᵢ[ℂ] E) (w : E) (hw : (⇑T)^[N] w = w)
    (ho : Orthonormal ℂ (fun R : ZMod N => (⇑T)^[R.val] w)) (k : ZMod N) :
    ‖blochSum T w k‖ = 1 ∧ T (blochSum T w k) = translationPhase k • blochSum T w k := by
  constructor
  · have hc : conj (cellFactor N) = cellFactor N := Complex.conj_ofReal _
    have hs : ∀ R : ZMod N, conj (conj (translationPhase k ^ R.val)) *
        conj (translationPhase k ^ R.val) = ZMod.stdAddChar (R * 0) := by
      intro R
      rw [phase_pow, conj_char, conj_char, ← AddChar.map_add_eq_mul]
      congr 1
      ring
    have h : inner ℂ (blochSum T w k) (blochSum T w k) = 1 := by
      unfold blochSum
      rw [inner_smul_left, inner_smul_right, ho.inner_sum, hc]
      simp_rw [hs]
      rw [normalized_char_sum, if_pos rfl]
    have h2 : ‖blochSum T w k‖ ^ 2 = 1 := by
      rw [norm_sq_eq_re_inner (𝕜 := ℂ), h]
      simp
    exact (pow_eq_one_iff_of_nonneg (norm_nonneg _) two_ne_zero).1 h2
  · -- translation moves each cell to the next, and the ring closes
    have step : ∀ R : ZMod N, T ((⇑T)^[R.val] w) = (⇑T)^[(R + 1).val] w := by
      intro R
      rw [← Function.iterate_succ_apply' (⇑T), ZMod.val_add, ZMod.val_one_eq_one_mod,
        Nat.add_mod_mod]
      exact ((show Function.IsPeriodicPt (⇑T) N w from hw).iterate_mod_apply _).symm
    have coef : ∀ R : ZMod N, conj (translationPhase k ^ R.val) =
        translationPhase k * conj (translationPhase k ^ (R + 1).val) := by
      intro R
      rw [phase_pow, phase_pow, phase_eq_char, conj_char, conj_char, ← AddChar.map_add_eq_mul]
      congr 1
      ring
    unfold blochSum
    rw [map_smul, map_sum, smul_comm (translationPhase k)]
    congr 1
    rw [Finset.smul_sum]
    refine Eq.trans ?_ (Equiv.sum_comp (Equiv.addRight (1 : ZMod N)) _)
    refine Finset.sum_congr rfl fun R _ => ?_
    simp only [Equiv.coe_addRight]
    rw [map_smul, step, coef R, mul_smul]
```

## Plane waves on a ring of sites

A concrete model satisfies the assumptions for every $N\ge1$. On $\mathbb C^N$ let $(Tv)(x)=v(x-1)$. This only permutes components, so it preserves the norm.

```lean
/-- The cyclic shift by one site on a ring of `N ≥ 1` sites. -/
def ringShift (N : ℕ) [NeZero N] :
    EuclideanSpace ℂ (ZMod N) →ₗᵢ[ℂ] EuclideanSpace ℂ (ZMod N) :=
  { toFun := fun v => WithLp.toLp 2 fun x => v.ofLp (x - 1)
    map_add' := fun _ _ => rfl
    map_smul' := fun _ _ => rfl
    norm_map' := fun v => by
      have h := Equiv.sum_comp (Equiv.subRight (1 : ZMod N)) fun x => ‖v.ofLp x‖ ^ 2
      simp only [Equiv.subRight_apply] at h
      rw [EuclideanSpace.norm_eq, EuclideanSpace.norm_eq]
      congr 1 }
```

The normalised plane waves are $p_k(x)=c\,\chi(kx)$.

```lean
/-- The plane wave `N^(-1/2) exp(2πikx/N)` on a ring of `N ≥ 1` sites. -/
def planeWave (k : ZMod N) : EuclideanSpace ℂ (ZMod N) :=
  WithLp.toLp 2 fun x => cellFactor N * ZMod.stdAddChar (k * x)
```

Each of the $N$ components has squared modulus $1/N$, so $\|p_k\|=1$. The shift gives
$$(Tp_k)(x)=c\,\chi(kx-k)=\chi(-k)\,p_k(x)=\lambda_kp_k(x).$$
By the phase sum above, the Wannier vector of this family is the unit vector on site $0$.

```lean
/-- Plane waves on the ring are unit vectors, and the cyclic shift multiplies them by
`exp(-2πik/N)`. -/
theorem planeWave_witness (k : ZMod N) :
    ‖planeWave k‖ = 1 ∧ ringShift N (planeWave k) = translationPhase k • planeWave k := by
  constructor
  · have hx : ∀ x, ‖(planeWave k).ofLp x‖ ^ 2 = (N : ℝ)⁻¹ := by
      intro x
      change ‖cellFactor N * ZMod.stdAddChar (k * x)‖ ^ 2 = _
      rw [norm_mul, ZMod.stdAddChar_apply, Circle.norm_coe, mul_one, cellFactor,
        Complex.norm_real, Real.norm_eq_abs, sq_abs, inv_pow, Real.sq_sqrt (Nat.cast_nonneg N)]
    have h : ‖planeWave k‖ ^ 2 = 1 := by
      rw [EuclideanSpace.norm_sq_eq]
      simp only [hx]
      rw [Finset.sum_const, Finset.card_univ, ZMod.card, nsmul_eq_mul,
        mul_inv_cancel₀ (Nat.cast_ne_zero.mpr (NeZero.ne N))]
    exact (pow_eq_one_iff_of_nonneg (norm_nonneg _) two_ne_zero).1 h
  · have hL : ringShift N (planeWave k) =
        WithLp.toLp 2 fun x => (planeWave k).ofLp (x - 1) := rfl
    rw [hL]
    ext x
    simp only [planeWave, PiLp.smul_apply, smul_eq_mul]
    rw [phase_eq_char, show k * (x - 1) = -k + k * x by ring, AddChar.map_add_eq_mul]
    ring

end

end BlochWannier
```

```lean
#print axioms BlochWannier.wannier_translates
-- 'BlochWannier.wannier_translates' depends on axioms: [propext, Classical.choice, Quot.sound]
#print axioms BlochWannier.blochSum_of_orthonormal
-- 'BlochWannier.blochSum_of_orthonormal' depends on axioms: [propext, Classical.choice, Quot.sound]
```

## On a mesh of $k$-points

In a band-structure calculation, this is the passage between Bloch and Wannier states for a single band on a uniform one-dimensional mesh of $N$ points that includes $k=0$. The resulting Wannier functions repeat after $N$ cells. If a code normalises its Bloch functions over one cell instead of the whole ring, they are longer by $\sqrt N$, and the prefactor of the Wannier sum becomes $1/N$.

A diagonaliser returns each $u_k$ with an arbitrary phase. The theorem applies to every such choice, but for $N\ge2$ the shape of $w$ can change with the relative phases, and nothing here says that $w$ is well localised.

The same argument extends to several bands $u_{nk}$, with band index $n$, if they are orthonormal in $n$ at each $k$. Different wave numbers are orthogonal through their phases, different bands at equal $k$ by assumption, and the translates of all the $w_n=c\sum_ku_{nk}$ together form an orthonormal set.
